# Self-consistent midpoint steps for Lipschitz generators with real expectation values: unique, norm-conserving and reachable by iteration when |h|L < 2

Let E be a complex Hilbert space, u ∈ E the current state and h a real time step, with ħ = 1. Let G : E → E be a possibly nonlinear generator that satisfies ‖G(a) − G(b)‖ ≤ L‖a − b‖ for all a, b, and suppose that ⟨x, G(x)⟩ is real for every x. If |h|L < 2, exactly one state y solves

y = u − ihG((u + y)/2).

Fixed-point iteration converges to y from any starting guess, and ‖y‖ = ‖u‖.

## Norm and convergence in real-time propagation

An implicit midpoint propagator for a mean-field equation i dψ/dt = H[ψ]ψ has the new state on both sides of its update. For a code that solves the update by repeated substitution, two questions arise: whether the loop settles on a single answer, and whether this answer has the norm of the old state. Both answers are yes if the generator has a global Lipschitz constant L and real expectation values, and the step satisfies |h|L < 2. A Hermitian matrix and the saturable generator discussed below are examples of such generators. A Hartree term, which is cubic in ψ, has no global Lipschitz constant, so the theorem does not cover it directly.

The norm is conserved by the converged state, not by each iterate. If yₙ is the n-th iterate, the triangle inequality gives |‖yₙ‖ − ‖u‖| ≤ ‖yₙ − y‖, so the norm error left by a loop that stops early is at most its remaining iteration error.

## The contraction factor |h|L/2

Write the update as F(y) = u − ihG((u + y)/2). For two trial states a and b,

F(a) − F(b) = −ih [G((u + a)/2) − G((u + b)/2)].

The two midpoints differ by (a − b)/2, hence

‖F(a) − F(b)‖ ≤ k‖a − b‖, with k = |h|L/2.

If |h|L < 2, then k < 1. Successive iterates satisfy ‖yₙ₊₁ − yₙ‖ ≤ kⁿ‖y₁ − y₀‖. Summing this geometric series shows that the iterates form a Cauchy sequence, which has a limit y because E is complete. F is continuous, so F(y) = y. If z is another solution, then ‖y − z‖ ≤ k‖y − z‖, which forces z = y. Applying the contraction n times with b = y gives the error bound

‖yₙ − y‖ ≤ kⁿ‖y₀ − y‖.

## The norm balance about the midpoint

Set m = (u + y)/2, g = G(m) and d = −(ih/2)g. The midpoint equation says y − u = 2d, and by definition y + u = 2m. Therefore

y = m + d, u = m − d.

Expanding both squared norms and subtracting leaves

‖y‖² − ‖u‖² = 4 Re⟨m, d⟩.

The inner product is linear in its second argument, so ⟨m, d⟩ = −(ih/2)⟨m, g⟩, whose real part is (h/2) Im⟨m, g⟩. The result is

‖y‖² − ‖u‖² = 2h Im⟨m, G(m)⟩.

This balance holds for any G. When the expectation value is real, the right side vanishes and ‖y‖ = ‖u‖.

For G(x) = H[x]x with H[x] symmetric, ⟨x, H[x]x⟩ = ⟨H[x]x, x⟩. The right side is the complex conjugate of the left, so the value is real.

## Reversed steps, the limiting step and a saturable generator

Moving the generator term to the other side gives u = y + ihG((y + u)/2). This is a midpoint step of length −h from y to u, so for every G the scheme is symmetric under exchange of the two states together with a change of sign of h. This is a property of the scheme; it does not make the dynamics of an absorbing G physically reversible.

The strict inequality matters for convergence. Take E = ℂ, G(x) = x, h = 2 and u = 1, so that L = 1 and |h|L = 2. Then F(y) = 1 − i − iy, with the solution y = −i, and

F(y) − (−i) = −i (y − (−i)).

Each update turns the error by a quarter circle without shrinking it. A solution of norm 1 exists, but the iteration never approaches it unless it starts there.

A nonlinear example that meets the assumptions is G(x) = x/(1 + ‖x‖). With p = 1/(1 + ‖x‖) and q = 1/(1 + ‖y‖) for two arbitrary states x and y,

px − qy = p(x − y) + (p − q)y, p − q = (‖y‖ − ‖x‖)pq.

Since p ≤ 1 and q‖y‖ ≤ 1, each term has norm at most ‖x − y‖. Thus L = 2 is sufficient, though not the smallest possible constant, and any |h| < 1 is admissible. The expectation value is ‖x‖²/(1 + ‖x‖), which is real. Because this G multiplies each state by a real number, a midpoint step only changes the global phase of u; the example shows that the assumptions can be met by a nonlinear map and is not a model of a particular system.

## The midpoint step in Lean

```lean
import Mathlib

open Filter Topology
open scoped NNReal

namespace SelfConsistentMidpoint

noncomputable section

variable {E : Type*} [NormedAddCommGroup E] [InnerProductSpace ℂ E]

/-- The self-consistency update of the midpoint rule: from the old state `u` and a trial
new state `y` it forms `u - i h G((u + y)/2)`. -/
def midpointMap (G : E → E) (h : ℝ) (u y : E) : E :=
  u - (Complex.I * (h : ℂ)) • G ((1 / 2 : ℂ) • (u + y))

/-- A saturable nonlinear generator, `G(x) = x / (1 + ‖x‖)`. -/
def saturable (x : E) : E := ((1 / (1 + ‖x‖) : ℝ) : ℂ) • x

/-- A mean-field generator `G(ψ) = H[ψ] ψ` with every `H[ψ]` symmetric has a real
expectation value in every state. -/
theorem meanField_expectation_real (H : E → E →ₗ[ℂ] E) (hH : ∀ x, (H x).IsSymmetric)
    (x : E) : (inner ℂ x (H x x)).im = 0 := by
  apply Complex.conj_eq_iff_im.mp
  rw [inner_conj_symm]
  exact hH x x x

/-- One update multiplies the distance between two trial states by at most `|h| L / 2`. -/
theorem midpointMap_dist {G : E → E} {L : ℝ≥0} (hG : LipschitzWith L G) (h : ℝ)
    (u a b : E) :
    ‖midpointMap G h u a - midpointMap G h u b‖ ≤ |h| * L / 2 * ‖a - b‖ := by
  have e : midpointMap G h u a - midpointMap G h u b
      = (Complex.I * (h : ℂ)) •
        (G ((1 / 2 : ℂ) • (u + b)) - G ((1 / 2 : ℂ) • (u + a))) := by
    unfold midpointMap
    module
  have hm : (1 / 2 : ℂ) • (u + b) - (1 / 2 : ℂ) • (u + a) = (1 / 2 : ℂ) • (b - a) := by
    module
  have hc : ‖Complex.I * (h : ℂ)‖ = |h| := by simp
  have h2 : ‖(1 / 2 : ℂ)‖ = 1 / 2 := by norm_num
  have hl := hG.dist_le_mul ((1 / 2 : ℂ) • (u + b)) ((1 / 2 : ℂ) • (u + a))
  rw [dist_eq_norm, dist_eq_norm, hm, norm_smul, h2, norm_sub_rev b a] at hl
  rw [e, norm_smul, hc]
  calc |h| * ‖G ((1 / 2 : ℂ) • (u + b)) - G ((1 / 2 : ℂ) • (u + a))‖
      ≤ |h| * (L * (1 / 2 * ‖a - b‖)) := mul_le_mul_of_nonneg_left hl (abs_nonneg h)
    _ = |h| * L / 2 * ‖a - b‖ := by ring

/-- After `n` updates the distance to a self-consistent state `y` is at most
`(|h| L / 2)^n` times the initial distance. -/
theorem iteration_error {G : E → E} {L : ℝ≥0} (hG : LipschitzWith L G) (h : ℝ)
    {u y : E} (hy : y = midpointMap G h u y) (y₀ : E) (n : ℕ) :
    ‖(midpointMap G h u)^[n] y₀ - y‖ ≤ (|h| * L / 2) ^ n * ‖y₀ - y‖ := by
  induction n with
  | zero => simp
  | succ n ih =>
    rw [Function.iterate_succ_apply']
    have step := midpointMap_dist hG h u ((midpointMap G h u)^[n] y₀) y
    rw [← hy] at step
    have hk : 0 ≤ |h| * (L : ℝ) / 2 := by positivity
    calc _ ≤ |h| * L / 2 * ‖(midpointMap G h u)^[n] y₀ - y‖ := step
      _ ≤ |h| * L / 2 * ((|h| * L / 2) ^ n * ‖y₀ - y‖) :=
          mul_le_mul_of_nonneg_left ih hk
      _ = (|h| * L / 2) ^ (n + 1) * ‖y₀ - y‖ := by ring

/-- Norm balance of a midpoint step for any generator: the squared norm changes by
`2h` times the imaginary part of the expectation of `G` at the midpoint. -/
theorem norm_balance {G : E → E} {h : ℝ} {u y : E} (hy : y = midpointMap G h u y) :
    ‖y‖ ^ 2 - ‖u‖ ^ 2 =
      2 * h * (inner ℂ ((1 / 2 : ℂ) • (u + y)) (G ((1 / 2 : ℂ) • (u + y)))).im := by
  unfold midpointMap at hy
  obtain ⟨m, hm⟩ : ∃ m, m = (1 / 2 : ℂ) • (u + y) := ⟨_, rfl⟩
  rw [← hm] at hy ⊢
  obtain ⟨g, hg⟩ : ∃ g, g = G m := ⟨_, rfl⟩
  rw [← hg] at hy ⊢
  obtain ⟨d, hd⟩ : ∃ d, d = (Complex.I * ((-h / 2 : ℝ) : ℂ)) • g := ⟨_, rfl⟩
  -- the new and old states lie symmetrically about the midpoint
  have h1 : y = m + d := by
    rw [hm, hd]
    push_cast
    linear_combination (norm := module) (1 / 2 : ℂ) • hy
  have h2 : u = m - d := by
    rw [hm, hd]
    push_cast
    linear_combination (norm := module) (-(1 / 2) : ℂ) • hy
  have r : RCLike.re (inner ℂ m d) = h / 2 * (inner ℂ m g).im := by
    rw [hd, inner_smul_right, mul_assoc]
    change Complex.re _ = _
    rw [Complex.I_mul_re, Complex.im_ofReal_mul]
    ring
  have s1 := norm_add_sq (𝕜 := ℂ) m d
  have s2 := norm_sub_sq (𝕜 := ℂ) m d
  rw [← h1, r] at s1
  rw [← h2, r] at s2
  linarith

/-- Self-consistent midpoint propagation: for `|h| L < 2` and a generator with real
expectation values, each state `u` has exactly one self-consistent successor `y`, the
fixed-point iteration converges to it from every start, and `y` has the norm of `u`. -/
theorem midpoint_propagation [CompleteSpace E] {G : E → E} {L : ℝ≥0}
    (hG : LipschitzWith L G) (hreal : ∀ x, (inner ℂ x (G x)).im = 0)
    {h : ℝ} (hL : |h| * L < 2) (u : E) :
    ∃ y, y = midpointMap G h u y ∧ (∀ z, z = midpointMap G h u z → z = y) ∧
      (∀ y₀, Tendsto (fun n => (midpointMap G h u)^[n] y₀) atTop (𝓝 y)) ∧
      ‖y‖ = ‖u‖ := by
  have hK : ((‖h‖₊ * L / 2 : ℝ≥0) : ℝ) = |h| * L / 2 := by simp
  -- the update is a contraction
  have hc : ContractingWith (‖h‖₊ * L / 2) (midpointMap G h u) := by
    refine ⟨NNReal.coe_lt_coe.mp ?_, LipschitzWith.of_dist_le_mul fun a b => ?_⟩
    · rw [hK, NNReal.coe_one]
      linarith
    · rw [hK, dist_eq_norm, dist_eq_norm]
      exact midpointMap_dist hG h u a b
  have hfix : ContractingWith.fixedPoint (midpointMap G h u) hc
      = midpointMap G h u (ContractingWith.fixedPoint (midpointMap G h u) hc) :=
    hc.fixedPoint_isFixedPt.symm
  refine ⟨_, hfix, fun z hz => hc.fixedPoint_unique hz.symm,
    fun y₀ => hc.tendsto_iterate_fixedPoint y₀, ?_⟩
  -- the norm balance has no source term
  have hb := norm_balance hfix
  rw [hreal, mul_zero] at hb
  exact (sq_eq_sq₀ (norm_nonneg _) (norm_nonneg _)).mp (by linarith)

/-- Time reversal: `y` follows from `u` by a midpoint step `h` exactly when `u` follows
from `y` by a midpoint step `-h`. -/
theorem time_reversal (G : E → E) (h : ℝ) (u y : E) :
    y = midpointMap G h u y ↔ u = midpointMap G (-h) y u := by
  unfold midpointMap
  rw [add_comm y u, Complex.ofReal_neg, mul_neg, neg_smul, sub_neg_eq_add,
    eq_sub_iff_add_eq]
  exact eq_comm

/-- For the identity generator on `ℂ` with `h = 2` and `u = 1`, the state `-i` is
self-consistent, but the iteration keeps its initial distance from it forever. -/
theorem iteration_stalls_at_bound (y₀ : ℂ) :
    -Complex.I = midpointMap (id : ℂ → ℂ) 2 1 (-Complex.I) ∧
      ∀ n : ℕ, ‖(midpointMap (id : ℂ → ℂ) 2 1)^[n] y₀ - (-Complex.I)‖
        = ‖y₀ - (-Complex.I)‖ := by
  -- each update rotates the error by a quarter turn
  have key : ∀ y : ℂ, midpointMap (id : ℂ → ℂ) 2 1 y - (-Complex.I)
      = -Complex.I * (y - (-Complex.I)) := by
    intro y
    simp only [midpointMap, id_eq, smul_eq_mul, Complex.ofReal_ofNat]
    linear_combination Complex.I_mul_I
  refine ⟨by linear_combination -(key (-Complex.I)), fun n => ?_⟩
  induction n with
  | zero => rfl
  | succ n ih =>
    rw [Function.iterate_succ_apply', key, norm_mul, norm_neg, Complex.norm_I, one_mul, ih]

/-- The saturable generator `x / (1 + ‖x‖)` is Lipschitz with constant `2` and has real
expectation values. -/
theorem saturable_witness :
    LipschitzWith 2 (saturable : E → E) ∧
      ∀ x : E, (inner ℂ x (saturable x)).im = 0 := by
  refine ⟨LipschitzWith.of_dist_le_mul fun x y => ?_, fun x => ?_⟩
  · have hx : 0 < 1 + ‖x‖ := by positivity
    have hy : 0 < 1 + ‖y‖ := by positivity
    obtain ⟨p, hp⟩ : ∃ p : ℝ, p = 1 / (1 + ‖x‖) := ⟨_, rfl⟩
    obtain ⟨q, hq⟩ : ∃ q : ℝ, q = 1 / (1 + ‖y‖) := ⟨_, rfl⟩
    have p0 : 0 ≤ p := by rw [hp]; positivity
    have q0 : 0 ≤ q := by rw [hq]; positivity
    have px : p * (1 + ‖x‖) = 1 := by rw [hp]; exact one_div_mul_cancel hx.ne'
    have qy : q * (1 + ‖y‖) = 1 := by rw [hq]; exact one_div_mul_cancel hy.ne'
    have p1 : p ≤ 1 := by nlinarith [mul_nonneg p0 (norm_nonneg x)]
    have q1 : q * ‖y‖ ≤ 1 := by linarith
    have e : p - q = (‖y‖ - ‖x‖) * (p * q) := by
      linear_combination q * px - p * qy
    -- the change of the prefactor is controlled by the change of the norm
    have hpq : |p - q| * ‖y‖ ≤ ‖x - y‖ := by
      rw [e, abs_mul, abs_of_nonneg (mul_nonneg p0 q0)]
      have hle : p * (q * ‖y‖) ≤ 1 :=
        mul_le_one₀ p1 (mul_nonneg q0 (norm_nonneg y)) q1
      have hn := abs_norm_sub_norm_le y x
      rw [norm_sub_rev y x] at hn
      calc |‖y‖ - ‖x‖| * (p * q) * ‖y‖ = |‖y‖ - ‖x‖| * (p * (q * ‖y‖)) := by ring
        _ ≤ |‖y‖ - ‖x‖| * 1 := mul_le_mul_of_nonneg_left hle (abs_nonneg _)
        _ ≤ ‖x - y‖ := by linarith
    have s : saturable x - saturable y = (p : ℂ) • (x - y) + ((p - q : ℝ) : ℂ) • y := by
      unfold saturable
      rw [← hp, ← hq, Complex.ofReal_sub]
      module
    rw [dist_eq_norm, dist_eq_norm, s]
    have t := norm_add_le ((p : ℂ) • (x - y)) (((p - q : ℝ) : ℂ) • y)
    rw [norm_smul, norm_smul, Complex.norm_real, Complex.norm_real, Real.norm_eq_abs,
      Real.norm_eq_abs, abs_of_nonneg p0] at t
    have hb := mul_le_mul_of_nonneg_right p1 (norm_nonneg (x - y))
    have h2 : ((2 : ℝ≥0) : ℝ) = 2 := rfl
    rw [h2]
    linarith
  · have h0 : (inner ℂ x x).im = 0 := inner_self_im (𝕜 := ℂ) x
    unfold saturable
    rw [inner_smul_right, Complex.im_ofReal_mul, h0, mul_zero]

end

end SelfConsistentMidpoint
```

```lean
#print axioms SelfConsistentMidpoint.iteration_error
-- 'SelfConsistentMidpoint.iteration_error' depends on axioms: [propext, Classical.choice, Quot.sound]
#print axioms SelfConsistentMidpoint.midpoint_propagation
-- 'SelfConsistentMidpoint.midpoint_propagation' depends on axioms: [propext, Classical.choice, Quot.sound]
#print axioms SelfConsistentMidpoint.time_reversal
-- 'SelfConsistentMidpoint.time_reversal' depends on axioms: [propext, Classical.choice, Quot.sound]
#print axioms SelfConsistentMidpoint.iteration_stalls_at_bound
-- 'SelfConsistentMidpoint.iteration_stalls_at_bound' depends on axioms: [propext, Classical.choice, Quot.sound]
```

## Reading `midpoint_propagation`

The type `E` is the state space, with `InnerProductSpace ℂ E` supplying the inner product and `CompleteSpace E` making it a Hilbert space. Its dimension may be finite or infinite. `midpointMap G h u` is the update F, and `(midpointMap G h u)^[n] y₀` is the n-th iterate from the guess `y₀`.

The hypothesis `LipschitzWith L G` bounds how fast the generator can change with the state; for a bounded linear Hamiltonian, L can be its operator norm. The hypothesis `hreal` expresses the absence of gain and loss. The step condition `|h| * L < 2` also admits zero and negative steps.

The conclusion provides a `y` with four properties: it solves the midpoint equation, every other solution equals it, the iterates tend to it from every `y₀`, and its norm is that of `u`. The geometric rate is stated separately in `iteration_error`, which takes a solution as given and needs neither completeness nor a step bound.

## How the Lean proof follows the derivation

`midpointMap_dist` establishes the contraction estimate. The tactic `module` verifies the vector identities for the two differences, and the Lipschitz bound is then multiplied by |h|. `iteration_error` applies this estimate by induction on n.

`norm_balance` introduces the same m, g and d as above. It derives `y = m + d` and `u = m - d` from the midpoint equation, computes Re⟨m, d⟩, and subtracts the two expansions `norm_add_sq` and `norm_sub_sq`.

The main theorem packages the estimate as `ContractingWith`. Mathlib's contraction principle then supplies the fixed point, its uniqueness and the convergence. Inserting `hreal` into the norm balance equates the squared norms, and nonnegativity removes the squares.

The remaining results are direct calculations. `meanField_expectation_real` uses symmetry under conjugation, `time_reversal` rearranges the equation, `iteration_stalls_at_bound` iterates the quarter turn, and `saturable_witness` follows the splitting into two terms.

## Global Lipschitz bounds, orbitals and time-step accuracy

The Lipschitz bound is assumed on the whole space. An unbounded kinetic-energy operator does not satisfy it, and in a finite basis L generally grows as higher kinetic energies are included. A cubic term such as ‖x‖²x has no global Lipschitz constant on a nonzero space either, so Hartree-type generators need a separate argument, for instance one confined to a ball of states.

For several orbitals collected into one vector of a direct sum, the theorem conserves the total norm. It says nothing about individual orbital norms or orthogonality. It also makes no statement about energy conservation, rounding errors or the distance between the midpoint solution and the exact time evolution. G is a fixed map during the step; a driven system fits if its generator is frozen at one time within each step and meets the assumptions there.

## Absorbing generators do not increase the norm in forward steps

The same balance covers generators with loss. If Im⟨x, G(x)⟩ ≤ 0 for all x and h ≥ 0, every solution of the midpoint equation satisfies ‖y‖ ≤ ‖u‖. An example is G(x) = H[x]x − iWx, with H[x] symmetric and W a positive semidefinite absorber. The contraction argument never uses real expectation values, so a Lipschitz bound with |h|L < 2 still gives a unique solution and a convergent iteration. This variant is an informal consequence and is not stated as a theorem in the file.
